# Squared amplitude of a massless Dirac particle at a mixed vector and scalar vertex

A massless positive-energy Dirac particle with momentum direction and spin along +z meets the vertex `gV • 1 + gS • beta` and leaves along `n` with helicity `h` = ±1, the eigenvalue of Σ·n; both spinors are normalised to one. The lemma `amp_sq` says that the squared modulus of the matrix element is |gV(1 + h) + gS(1 − h)|² (1 + h n_z)/8. This is |gV|²(1 + n_z)/2 when the helicity is kept and |gS|²(1 − n_z)/2 when it is flipped. The proof first shows that the incoming spinor's upper half has weight 1/2 in its first component and none in its second, then factors the amplitude and takes the squared modulus.

An attempt in Lean 4 with a fault in it:

```lean
import Mathlib

open Matrix

namespace MasslessDiracScattering

noncomputable section

/-- Four-component Dirac spinors, split into upper and lower two-spinors. -/
abbrev Spinor := Fin 2 ⊕ Fin 2 → ℂ

/-- Operators on Dirac spinors. -/
abbrev DiracOp := Matrix (Fin 2 ⊕ Fin 2) (Fin 2 ⊕ Fin 2) ℂ

/-- The Pauli matrix `σ·n` along `n`. -/
def sigmaDot (n : Fin 3 → ℝ) : Matrix (Fin 2) (Fin 2) ℂ :=
  !![(n 2 : ℂ), n 0 - Complex.I * n 1; n 0 + Complex.I * n 1, -(n 2 : ℂ)]

/-- The massless Dirac Hamiltonian `α·n` for unit momentum `n`, in the Dirac representation. -/
def alphaDot (n : Fin 3 → ℝ) : DiracOp := fromBlocks 0 (sigmaDot n) (sigmaDot n) 0

/-- The helicity operator `Σ·n`. -/
def spinDot (n : Fin 3 → ℝ) : DiracOp := fromBlocks (sigmaDot n) 0 0 (sigmaDot n)

/-- The Dirac matrix `β`. -/
def beta : DiracOp := fromBlocks 1 0 0 (-1)

/-- The unit vector with polar angle `θ` and azimuth `φ`; `direction 0 0` is the z axis. -/
def direction (θ φ : ℝ) : Fin 3 → ℝ :=
  ![Real.sin θ * Real.cos φ, Real.sin θ * Real.sin φ, Real.cos θ]

/-- A normalized massless positive-energy spinor with momentum along `n` and helicity `h`. -/
structure IsHelicityState (n : Fin 3 → ℝ) (h : ℝ) (w : Spinor) : Prop where
  energy : alphaDot n *ᵥ w = w
  helicity : spinDot n *ᵥ w = (h : ℂ) • w
  norm : ∑ i, Complex.normSq (w i) = 1

/-- The matrix element `⟨w, Γ u⟩`. -/
def amp (w : Spinor) (Γ : DiracOp) (u : Spinor) : ℂ := star w ⬝ᵥ (Γ *ᵥ u)

/-- A vertex with vector coupling `gV` and scalar coupling `gS`. -/
def vertex (gV gS : ℂ) : DiracOp := gV • (1 : DiracOp) + gS • beta

/-- The lower two-spinor of a massless helicity state is `h` times the upper one. -/
theorem lower_eq {n : Fin 3 → ℝ} {h : ℝ} {w : Spinor} (hw : IsHelicityState n h w)
    (i : Fin 2) : w (Sum.inr i) = h * w (Sum.inl i) := by
  have a := congrFun hw.energy (Sum.inr i)
  have b := congrFun hw.helicity (Sum.inl i)
  simp [alphaDot, spinDot, Matrix.mulVec, dotProduct, Fintype.sum_sum_type,
    Fin.sum_univ_two] at a b
  linear_combination b - a

/-- The weights of the two upper components of a helicity state are `(1 ± h n_z)/4`. -/
theorem upper_weight {n : Fin 3 → ℝ} {h : ℝ} {w : Spinor} (hh : h * h = 1)
    (hw : IsHelicityState n h w) :
    Complex.normSq (w (Sum.inl 0)) = (1 + h * n 2) / 4 ∧
    Complex.normSq (w (Sum.inl 1)) = (1 - h * n 2) / 4 := by
  have e0 := congrFun hw.helicity (Sum.inl 0)
  have e1 := congrFun hw.helicity (Sum.inl 1)
  simp [spinDot, sigmaDot, Matrix.mulVec, dotProduct, Fintype.sum_sum_type,
    Fin.sum_univ_two] at e0 e1
  have r0 := congrArg Complex.re e0
  have i0 := congrArg Complex.im e0
  have r1 := congrArg Complex.re e1
  have i1 := congrArg Complex.im e1
  simp at r0 i0 r1 i1
  have N := hw.norm
  simp only [Fintype.sum_sum_type, Fin.sum_univ_two, lower_eq hw, Complex.normSq_mul,
    Complex.normSq_ofReal] at N
  -- a relation between the two upper weights, from the eigenvalue equation
  have K : n 2 * (Complex.normSq (w (Sum.inl 0)) + Complex.normSq (w (Sum.inl 1)))
      = h * (Complex.normSq (w (Sum.inl 0)) - Complex.normSq (w (Sum.inl 1))) := by
    simp only [Complex.normSq_apply]
    linear_combination (w (Sum.inl 0)).re * r0 + (w (Sum.inl 0)).im * i0
      - (w (Sum.inl 1)).re * r1 - (w (Sum.inl 1)).im * i1
  generalize Complex.normSq (w (Sum.inl 0)) = A at *
  generalize Complex.normSq (w (Sum.inl 1)) = B at *
  have S : A + B = 1 / 2 := by linear_combination N / 2 - (A + B) / 2 * hh
  constructor
  · linear_combination S / 2 + h * n 2 / 2 * S - h / 2 * K - (A - B) / 2 * hh
  · linear_combination S / 2 - h * n 2 / 2 * S + h / 2 * K + (A - B) / 2 * hh

/-- The squared amplitude from a positive-helicity state along z to a state of helicity `h`
along `n`, for a mixed vector and scalar vertex. -/
theorem amp_sq {n : Fin 3 → ℝ} {h : ℝ} {w u : Spinor} (hh : h * h = 1)
    (hw : IsHelicityState n h w) (hu : IsHelicityState (direction 0 0) 1 u) (gV gS : ℂ) :
    ‖amp w (vertex gV gS) u‖ ^ 2 =
      Complex.normSq (gV * (1 + h) + gS * (1 - h)) * ((1 + h * n 2) / 8) := by
  have U := upper_weight (by norm_num) hu
  have u0 : Complex.normSq (u (Sum.inl 0)) = 1 / 2 := by
    rw [U.1]; norm_num [direction]
  have u1 : u (Sum.inl 1) = 0 :=
    Complex.normSq_eq_zero.mp (by rw [U.2]; norm_num [direction])
  -- only the spin-up component of the incoming spinor contributes
  have key : amp w (vertex gV gS) u = (gV * (1 + h) + gS * (1 - h)) *
      ((starRingEnd ℂ) (w (Sum.inl 0)) * u (Sum.inl 0)) := by
    simp [amp, vertex, beta, Matrix.mulVec, dotProduct, Fintype.sum_sum_type,
      Fin.sum_univ_two, Matrix.one_apply, lower_eq hw, lower_eq hu, u1]
    ring
  rw [key, Complex.sq_norm, Complex.normSq_mul, Complex.normSq_mul, Complex.normSq_conj,
    (upper_weight hh hw).1, u0]
  ring

end

end MasslessDiracScattering
```

Compiling this gives:

```
Main.lean:90:54: error: unsolved goals
n : Fin 3 → ℝ
h : ℝ
w u : Spinor
hh : h * h = 1
hw : IsHelicityState n h w
hu : IsHelicityState (direction 0 0) 1 u
gV gS : ℂ
U :
  Complex.normSq (u (Sum.inl 0)) = (1 + 1 * direction 0 0 2) / 4 ∧
    Complex.normSq (u (Sum.inl 1)) = (1 - 1 * direction 0 0 2) / 4
⊢ (1 + ![0, 0, 1] 2) / 4 = 1 / 2
Main.lean:93:31: error: unsolved goals
n : Fin 3 → ℝ
h : ℝ
w u : Spinor
hh : h * h = 1
hw : IsHelicityState n h w
hu : IsHelicityState (direction 0 0) 1 u
gV gS : ℂ
U :
  Complex.normSq (u (Sum.inl 0)) = (1 + 1 * direction 0 0 2) / 4 ∧
    Complex.normSq (u (Sum.inl 1)) = (1 - 1 * direction 0 0 2) / 4
u0 : Complex.normSq (u (Sum.inl 0)) = 1 / 2
⊢ 1 - ![0, 0, 1] 2 = 0
```

Both errors come from the z component of the incoming direction, `direction 0 0 2`, which should be 1. In each place `norm_num [direction]` unfolds the definition and evaluates the sines and cosines, but stops at `![0, 0, 1] 2`, without reading off the entry at index 2. The goals left over, `(1 + ![0, 0, 1] 2) / 4 = 1 / 2` and `1 - ![0, 0, 1] 2 = 0`, are true and lack only that step.

In Mathlib, looking up an entry at a numeral index such as 2 is the work of a simproc, a small procedure that `simp` runs by default. `norm_num` uses `simp`'s lemmas but not its simprocs.

The repair therefore proves `z0 : direction 0 0 2 = 1` with `simp [direction]`. Rewriting with `z0` after `U.1` and after `U.2` removes the vector from both goals, and the plain arithmetic that remains is within `norm_num`'s reach.

This version goes through:

```diff
@@ -88,8 +88,9 @@
       Complex.normSq (gV * (1 + h) + gS * (1 - h)) * ((1 + h * n 2) / 8) := by
   have U := upper_weight (by norm_num) hu
+  have z0 : direction 0 0 2 = 1 := by simp [direction]
   have u0 : Complex.normSq (u (Sum.inl 0)) = 1 / 2 := by
-    rw [U.1]; norm_num [direction]
+    rw [U.1, z0]; norm_num
   have u1 : u (Sum.inl 1) = 0 :=
-    Complex.normSq_eq_zero.mp (by rw [U.2]; norm_num [direction])
+    Complex.normSq_eq_zero.mp (by rw [U.2, z0]; norm_num)
   -- only the spin-up component of the incoming spinor contributes
   have key : amp w (vertex gV gS) u = (gV * (1 + h) + gS * (1 - h)) *
```
